# The GMRES residual length from the Givens sines

After adding a basis vector, a GMRES calculation can test whether to stop. It can compute the current residual length from the initial one and the sines of its Givens rotations, without forming the approximate solution. The identity behind this is proved here for real matrices, under the assumption that the square block $R$ left by rotating the projected matrix is invertible. It applies, for example, to coupled-cluster response equations with real orbitals and a real frequency. The version for complex arithmetic, with unitary rotations, is not treated.

```lean
import Mathlib

open Matrix

namespace GMRESGivens

noncomputable section

variable {n : Type*} [Fintype n] {k : ℕ}
```

## Rotations and the projected problem

Indices start at zero, so the textbook's $v_1$ is column $v_0$ of `V`. A rotation with cosine $c$ and sine $s$ sends $(x_p,x_q)$ to $(cx_p+sx_q,\,-sx_p+cx_q)$. As a matrix it is $G=1+(c-1)P+sJ$, where $P$ projects on the plane and $J$ is the quarter turn in it.

```lean
/-- The matrix acting as `(x_p, x_q) ↦ (c x_p + s x_q, -s x_p + c x_q)` for `p ≠ q` and
leaving all other coordinates alone. -/
def givens (p q : Fin (k + 1)) (c s : ℝ) : Matrix (Fin (k + 1)) (Fin (k + 1)) ℝ :=
  1 + (c - 1) • (Matrix.single p p 1 + Matrix.single q q 1)
    + s • (Matrix.single p q 1 - Matrix.single q p 1)
```

The rotations $G_j$ act in the planes $(j,j+1)$, for $j=0,\dots,k-1$. Their ordered products are $Q_0=1$ and $Q_{j+1}=G_jQ_j$; write $Q=Q_k$.

```lean
/-- The product of the first `m` rotations, in the planes of neighbouring coordinates,
the first plane being rotated first. -/
def sweep (c s : Fin k → ℝ) (m : Fin (k + 1)) : Matrix (Fin (k + 1)) (Fin (k + 1)) ℝ :=
  Fin.induction (motive := fun _ => Matrix (Fin (k + 1)) (Fin (k + 1)) ℝ) 1
    (fun j Q => givens j.castSucc j.succ (c j) (s j) * Q) m
```

Lengths are Euclidean, $\|x\|=\sqrt{x\cdot x}$.

```lean
/-- The Euclidean length of a real vector. -/
def len (x : n → ℝ) : ℝ := √(x ⬝ᵥ x)
```

The linear system is $Ax=b$, and $V_k$ is $V$ without its last column. A starting guess $x_0$ has the residual $r_0=b-Ax_0=\beta v_0$, with $\beta=\|r_0\|$. Among the corrections $V_ky$ to this guess, GMRES chooses one that makes the new residual as short as possible. That residual is
$$r(y)=\beta v_0-AV_ky.$$

```lean
/-- The residual `r0 - A V_k y` with `r0 = β v0`, where `v0` is column 0 of `V` and `V_k` is `V`
without its last column. -/
def residual (A : Matrix n n ℝ) (V : Matrix n (Fin (k + 1)) ℝ) (β : ℝ) (y : Fin k → ℝ) :
    n → ℝ :=
  β • (fun i => V i 0) - A *ᵥ (V.submatrix id Fin.castSucc *ᵥ y)
```

The projected matrix is $H=V^TAV_k$, with $k+1$ rows and $k$ columns. The hypotheses are $V^TV=1$, $AV_k=VH$, $c_j^2+s_j^2=1$, and that $QH$ consists of $R$ above a zero row. They describe the output of the Arnoldi process and the rotations, not the algorithms that produce them. If the process breaks down because $AV_k$ stays in the span of the columns of $V_k$, it supplies no last column for $V$. Any further unit vector orthogonal to the others can then serve, but one exists only if $V_k$ has fewer columns than rows. In floating-point arithmetic the hypotheses generally hold only approximately, so the computed product can drift from the true residual length.

```lean
/-- The columns of `V` are orthonormal, `A V_k = V H` with `V_k` being `V` without its last column,
`c_j² + s_j² = 1` for every `j`, and the full sweep of rotations turns `H` into `R` on top of a zero
row. -/
structure ReducedArnoldi (A : Matrix n n ℝ) (V : Matrix n (Fin (k + 1)) ℝ)
    (H : Matrix (Fin (k + 1)) (Fin k) ℝ) (R : Matrix (Fin k) (Fin k) ℝ)
    (c s : Fin k → ℝ) : Prop where
  orthonormal : Vᵀ * V = 1
  arnoldi : A * V.submatrix id Fin.castSucc = V * H
  unit : ∀ j, c j ^ 2 + s j ^ 2 = 1
  top : ∀ i j, (sweep c s (Fin.last k) * H) i.castSucc j = R i j
  bottom : ∀ j, (sweep c s (Fin.last k) * H) (Fin.last k) j = 0
```

## What the rotations do to the first unit vector

Since $P^2=P$, $PJ=JP=J$, $J^2=-P$, $P^T=P$ and $J^T=-J$, the terms linear in $J$ cancel:
$$G^TG=1+\bigl(2(c-1)+(c-1)^2+s^2\bigr)P=1+(c^2+s^2-1)P=1.$$
The proof establishes these relations from matrix units, and `linear_combination` supplies the last equality.

```lean
/-- A rotation in the plane of two different coordinates, with `c² + s² = 1`, is orthogonal. -/
theorem givens_orthogonal {p q : Fin (k + 1)} (hpq : p ≠ q) {c s : ℝ}
    (h : c ^ 2 + s ^ 2 = 1) : (givens p q c s)ᵀ * givens p q c s = 1 := by
  have e : ∀ a b d f : Fin (k + 1), Matrix.single a b (1 : ℝ) * Matrix.single d f 1
      = if b = d then Matrix.single a f 1 else 0 := by
    intro a b d f
    split_ifs with hbd
    · subst hbd; simp
    · simp [hbd]
  have t : ∀ a b : Fin (k + 1), (Matrix.single a b (1 : ℝ))ᵀ = Matrix.single b a 1 := by
    intro a b
    ext i j
    simp [Matrix.single_apply, and_comm]
  -- P projects on the plane, J is the quarter turn in it
  obtain ⟨P, hP⟩ : ∃ P : Matrix (Fin (k + 1)) (Fin (k + 1)) ℝ,
    P = Matrix.single p p 1 + Matrix.single q q 1 := ⟨_, rfl⟩
  obtain ⟨J, hJ⟩ : ∃ J : Matrix (Fin (k + 1)) (Fin (k + 1)) ℝ,
    J = Matrix.single p q 1 - Matrix.single q p 1 := ⟨_, rfl⟩
  have hPP : P * P = P := by
    simp only [hP, add_mul, mul_add, e, hpq, hpq.symm, ↓reduceIte]; abel
  have hPJ : P * J = J := by
    simp only [hP, hJ, add_mul, mul_sub, e, hpq, hpq.symm, ↓reduceIte]; abel
  have hJP : J * P = J := by
    simp only [hP, hJ, sub_mul, mul_add, e, hpq, hpq.symm, ↓reduceIte]; abel
  have hJJ : J * J = -P := by
    simp only [hP, hJ, sub_mul, mul_sub, e, hpq, hpq.symm, ↓reduceIte]; abel
  have hPt : Pᵀ = P := by rw [hP, transpose_add, t, t]
  have hJt : Jᵀ = -J := by rw [hJ, transpose_sub, t, t]; abel
  rw [givens, ← hP, ← hJ]
  simp only [transpose_add, transpose_smul, transpose_one, hPt, hJt, add_mul, mul_add,
    smul_mul_assoc, mul_smul_comm, one_mul, mul_one, neg_mul, hPP, hPJ, hJP, hJJ]
  linear_combination (norm := module) h • P
```

Multiplication by $G$ from the left changes only rows $p$ and $q$.

```lean
/-- A rotation applied from the left mixes only the rows `p` and `q` of a matrix. -/
theorem givens_mul_apply (p q : Fin (k + 1)) (c s : ℝ)
    (M : Matrix (Fin (k + 1)) (Fin (k + 1)) ℝ) (i l : Fin (k + 1)) :
    (givens p q c s * M) i l = M i l
      + (c - 1) * ((if p = i then M p l else 0) + (if q = i then M q l else 0))
      + s * ((if p = i then M q l else 0) - (if q = i then M p l else 0)) := by
  have e : ∀ a b : Fin (k + 1),
      (Matrix.single a b (1 : ℝ) * M) i l = if a = i then M b l else 0 := by
    intro a b
    by_cases h : a = i <;> simp [Matrix.mul_apply, Matrix.single_apply, h]
  simp only [givens, add_mul, sub_mul, smul_mul_assoc, one_mul, Matrix.add_apply,
    Matrix.sub_apply, Matrix.smul_apply, smul_eq_mul, e]
```

Orthogonality passes to the products by induction: $Q_{j+1}^TQ_{j+1}=Q_j^TG_j^TG_jQ_j=Q_j^TQ_j=1$.

```lean
/-- A sweep of rotations with `c_j² + s_j² = 1` is orthogonal at every stage. -/
theorem sweep_orthogonal {c s : Fin k → ℝ} (h : ∀ j, c j ^ 2 + s j ^ 2 = 1)
    (m : Fin (k + 1)) : (sweep c s m)ᵀ * sweep c s m = 1 := by
  induction m using Fin.induction with
  | zero =>
    rw [show sweep c s 0 = 1 from rfl, transpose_one, one_mul]
  | succ j ih =>
    have hlt : j.castSucc < j.succ := Fin.lt_def.mpr (Nat.lt_succ_self j.val)
    rw [show sweep c s j.succ = givens j.castSucc j.succ (c j) (s j) * sweep c s j.castSucc
      from rfl, transpose_mul, Matrix.mul_assoc, ← Matrix.mul_assoc (givens _ _ _ _)ᵀ,
      givens_orthogonal hlt.ne (h j), Matrix.one_mul, ih]
```

Let $e_0$ be the first unit vector. After $m$ rotations, $Q_me_0$ vanishes beyond position $m$, where its entry is $\prod_{j<m}(-s_j)$. This is clear for $m=0$. If $a$ is the entry at position $m$, the next rotation, $G_m$, turns the pair $(a,0)$ into $(c_ma,-s_ma)$, so the entry at position $m+1$ has one more factor. The induction in Lean follows the same two claims.

```lean
/-- After `m` rotations the first unit vector has no component beyond position `m` (counted
from zero), and its component there is the product of the `-s_j` used so far. -/
theorem sweep_first_column (c s : Fin k → ℝ) (m : Fin (k + 1)) :
    (∀ i, m < i → sweep c s m i 0 = 0) ∧
      sweep c s m m 0 = ∏ j ∈ Finset.univ.filter (fun j : Fin k => j.castSucc < m), -s j := by
  induction m using Fin.induction with
  | zero =>
    rw [show sweep c s 0 = 1 from rfl]
    exact ⟨fun i hi => Matrix.one_apply_ne hi.ne', by simp⟩
  | succ j ih =>
    obtain ⟨ih0, ih1⟩ := ih
    have hlt : j.castSucc < j.succ := Fin.lt_def.mpr (Nat.lt_succ_self j.val)
    rw [show sweep c s j.succ = givens j.castSucc j.succ (c j) (s j) * sweep c s j.castSucc
      from rfl]
    constructor
    · intro i hi
      rw [givens_mul_apply, if_neg (hlt.trans hi).ne, if_neg hi.ne, if_neg (hlt.trans hi).ne,
        if_neg hi.ne, ih0 i (hlt.trans hi)]
      ring
    · -- the new rotation contributes one more factor
      have hset : Finset.univ.filter (fun i : Fin k => i.castSucc < j.succ)
          = insert j (Finset.univ.filter (fun i : Fin k => i.castSucc < j.castSucc)) := by
        ext i
        have h1 : (i.castSucc : ℕ) = i := rfl
        have h2 : (j.castSucc : ℕ) = j := rfl
        have h3 : (j.succ : ℕ) = j + 1 := rfl
        simp only [Finset.mem_filter, Finset.mem_univ, true_and, Finset.mem_insert,
          Fin.lt_def, Fin.ext_iff]
        omega
      rw [hset, Finset.prod_insert (by simp), ← ih1, givens_mul_apply, if_neg hlt.ne,
        if_pos rfl, if_neg hlt.ne, if_pos rfl, ih0 _ hlt]
      ring
```

## Splitting the residual

If $W^TW=1$, then $(Wx)\cdot(Wx)=x\cdot(W^TWx)=x\cdot x$.

```lean
/-- A matrix with orthonormal columns preserves the squared length of vectors. -/
theorem isometry {m : Type*} [Fintype m] [DecidableEq m] {W : Matrix n m ℝ}
    (h : Wᵀ * W = 1) (x : m → ℝ) : (W *ᵥ x) ⬝ᵥ (W *ᵥ x) = x ⬝ᵥ x := by
  rw [Matrix.dotProduct_mulVec, ← Matrix.mulVec_transpose, Matrix.mulVec_mulVec, h,
    Matrix.one_mulVec]
```

The Arnoldi relation gives $r(y)=V(\beta e_0-Hy)$. Both $V$ and $Q$ preserve length, so with $g_i=\beta Q_{i0}$ for $i<k$,
$$\|r(y)\|^2=\|Q(\beta e_0-Hy)\|^2=\|g-Ry\|^2+\Bigl(\beta\prod_j|s_j|\Bigr)^2.$$
In the proof, `Fin.sum_univ_castSucc` separates the last coordinate, which $y$ cannot change.

```lean
variable {A : Matrix n n ℝ} {V : Matrix n (Fin (k + 1)) ℝ}
  {H : Matrix (Fin (k + 1)) (Fin k) ℝ} {R : Matrix (Fin k) (Fin k) ℝ} {c s : Fin k → ℝ}

/-- The squared residual is the squared misfit of a `k` by `k` system with matrix `R`, plus
a part that does not depend on `y`. -/
theorem residual_sq (h : ReducedArnoldi A V H R c s) (β : ℝ) (y : Fin k → ℝ) :
    residual A V β y ⬝ᵥ residual A V β y
      = ∑ i, (β * sweep c s (Fin.last k) i.castSucc 0 - (R *ᵥ y) i) ^ 2
        + (β * ∏ j, |s j|) ^ 2 := by
  have hV : V *ᵥ Pi.single 0 1 = fun i => V i 0 := by ext i; simp
  have hQ : sweep c s (Fin.last k) *ᵥ Pi.single 0 1
      = fun i => sweep c s (Fin.last k) i 0 := by ext i; simp
  -- the residual lies in the span of the basis
  have h1 : residual A V β y = V *ᵥ (β • Pi.single 0 1 - H *ᵥ y) := by
    rw [residual, Matrix.mulVec_sub, Matrix.mulVec_smul, hV, Matrix.mulVec_mulVec,
      Matrix.mulVec_mulVec, h.arnoldi]
  have h2 : ∀ i, (sweep c s (Fin.last k) *ᵥ (β • Pi.single 0 1 - H *ᵥ y)) i
      = β * sweep c s (Fin.last k) i 0 - ((sweep c s (Fin.last k) * H) *ᵥ y) i := by
    intro i
    rw [Matrix.mulVec_sub, Matrix.mulVec_smul, hQ, Matrix.mulVec_mulVec]
    rfl
  have ht : ∀ i : Fin k, ((sweep c s (Fin.last k) * H) *ᵥ y) i.castSucc = (R *ᵥ y) i := by
    intro i
    simp only [Matrix.mulVec, dotProduct, h.top]
  have hb : ((sweep c s (Fin.last k) * H) *ᵥ y) (Fin.last k) = 0 := by
    simp only [Matrix.mulVec, dotProduct, h.bottom, zero_mul, Finset.sum_const_zero]
  have hl : sweep c s (Fin.last k) (Fin.last k) 0 = ∏ j, -s j := by
    rw [(sweep_first_column c s (Fin.last k)).2]
    simp [Fin.castSucc_lt_last]
  have hs : (∏ j, -s j) ^ 2 = (∏ j, |s j|) ^ 2 := by
    rw [← Finset.prod_pow, ← Finset.prod_pow]
    exact Finset.prod_congr rfl fun j _ => by rw [neg_sq, sq_abs]
  -- rotate, then separate the last coordinate
  rw [h1, isometry h.orthonormal, ← isometry (sweep_orthogonal h.unit (Fin.last k)),
    dotProduct, Fin.sum_univ_castSucc]
  simp only [h2, ht, hb, hl]
  congr 1
  · exact Finset.sum_congr rfl fun i _ => by ring
  · linear_combination β ^ 2 * hs
```

For $\beta\ge0$, the length equals $\beta\prod_j|s_j|$ exactly when the sum of squares $\|g-Ry\|^2$ is zero, that is, when $Ry=g$.

```lean
/-- For `β ≥ 0`, the residual has length `β ∏ |s_j|` exactly when `y` solves the system
with matrix `R` and the rotated right-hand side without its last entry. -/
theorem minimiser_iff (h : ReducedArnoldi A V H R c s) {β : ℝ} (hβ : 0 ≤ β)
    (y : Fin k → ℝ) : len (residual A V β y) = β * ∏ j, |s j| ↔
      R *ᵥ y = fun i => β * sweep c s (Fin.last k) i.castSucc 0 := by
  have hp : 0 ≤ β * ∏ j, |s j| :=
    mul_nonneg hβ (Finset.prod_nonneg fun j _ => abs_nonneg (s j))
  have hS : 0 ≤ ∑ i, (β * sweep c s (Fin.last k) i.castSucc 0 - (R *ᵥ y) i) ^ 2 :=
    Finset.sum_nonneg fun i _ => sq_nonneg _
  rw [len, residual_sq h]
  constructor
  · intro e
    have e2 := Real.sq_sqrt (add_nonneg hS (sq_nonneg (β * ∏ j, |s j|)))
    rw [e] at e2
    have h0 : ∑ i, (β * sweep c s (Fin.last k) i.castSucc 0 - (R *ᵥ y) i) ^ 2 = 0 := by
      linarith
    funext i
    have hi := (Finset.sum_eq_zero_iff_of_nonneg (fun i _ => sq_nonneg _)).1 h0 i
      (Finset.mem_univ i)
    have hi' := (pow_eq_zero_iff two_ne_zero).1 hi
    linarith
  · intro e
    rw [e]
    simp only [sub_self, ne_eq, OfNat.ofNat_ne_zero, not_false_eq_true, zero_pow,
      Finset.sum_const_zero, zero_add]
    exact Real.sqrt_sq hp
```

If $R$ is invertible, $y=R^{-1}g$ attains this value, and the splitting shows that no $y$ goes below it. `IsLeast` records both facts: the value belongs to the set of residual lengths and bounds it from below. An invertible $A$ would make $R$ invertible, since $AV_k$ then has independent columns; the theorem assumes the condition on $R$ directly.

```lean
/-- For `β ≥ 0` and invertible `R`, the least length of `r0 - A V_k y` over all `y` is `β`
times the product of the absolute sines. -/
theorem gmres_min_residual (h : ReducedArnoldi A V H R c s) (hR : IsUnit R.det)
    {β : ℝ} (hβ : 0 ≤ β) :
    IsLeast (Set.range fun y => len (residual A V β y)) (β * ∏ j, |s j|) := by
  have hp : 0 ≤ β * ∏ j, |s j| :=
    mul_nonneg hβ (Finset.prod_nonneg fun j _ => abs_nonneg (s j))
  constructor
  · refine ⟨R⁻¹ *ᵥ fun i => β * sweep c s (Fin.last k) i.castSucc 0, ?_⟩
    refine (minimiser_iff h hβ _).2 ?_
    rw [Matrix.mulVec_mulVec, Matrix.mul_nonsing_inv _ hR, Matrix.one_mulVec]
  · rintro _ ⟨y, rfl⟩
    calc β * ∏ j, |s j| = √((β * ∏ j, |s j|) ^ 2) := (Real.sqrt_sq hp).symm
      _ ≤ √(residual A V β y ⬝ᵥ residual A V β y) := Real.sqrt_le_sqrt (by
          rw [residual_sq h]
          exact le_add_of_nonneg_left (Finset.sum_nonneg fun i _ => sq_nonneg _))
```

For invertible $R$, the residual can therefore be made zero exactly when $\beta=0$ or some sine vanishes.

```lean
/-- For `β ≥ 0` and invertible `R`, some `y` makes the residual vanish if and only if `β = 0`
or one of the sines is zero. -/
theorem exact_solution_iff (h : ReducedArnoldi A V H R c s) (hR : IsUnit R.det)
    {β : ℝ} (hβ : 0 ≤ β) :
    (∃ y, residual A V β y = 0) ↔ β = 0 ∨ ∃ j, s j = 0 := by
  have hmin := gmres_min_residual h hR hβ
  have hz : (β * ∏ j, |s j| = 0) ↔ β = 0 ∨ ∃ j, s j = 0 := by
    simp [Finset.prod_eq_zero_iff]
  rw [← hz]
  constructor
  · rintro ⟨y, hy⟩
    have hle : β * ∏ j, |s j| ≤ len (residual A V β y) := hmin.2 ⟨y, rfl⟩
    rw [hy, len, dotProduct_zero, Real.sqrt_zero] at hle
    exact le_antisymm hle
      (mul_nonneg hβ (Finset.prod_nonneg fun j _ => abs_nonneg (s j)))
  · intro h0
    obtain ⟨y, hy⟩ := hmin.1
    have hy' : √(residual A V β y ⬝ᵥ residual A V β y) = 0 := hy.trans h0
    have hn : 0 ≤ residual A V β y ⬝ᵥ residual A V β y :=
      Finset.sum_nonneg fun i _ => mul_self_nonneg _
    exact ⟨y, dotProduct_self_eq_zero.1 ((Real.sqrt_eq_zero hn).1 hy')⟩
```

A $3\times3$ example with $k=2$ and both sines $4/5$ satisfies the hypotheses. Its least residual length is $16\beta/25$. The proof multiplies out the two rotations and compares entries.

```lean
/-- A 3 by 3 matrix with the standard basis and two rotations of cosine 3/5 and sine 4/5
meets all the hypotheses, with an invertible `R`. -/
theorem reducedArnoldi_witness :
    ReducedArnoldi (k := 2) !![3, 0, 0; 4, 5, 0; 0, 4, 1] (1 : Matrix (Fin 3) (Fin 3) ℝ)
      !![3, 0; 4, 5; 0, 4] !![5, 4; 0, 5] (fun _ => 3 / 5) (fun _ => 4 / 5) ∧
    IsUnit (!![5, 4; 0, 5] : Matrix (Fin 2) (Fin 2) ℝ).det := by
  have hQ : sweep (k := 2) (fun _ => 3 / 5) (fun _ => 4 / 5) (Fin.last 2)
      = !![3 / 5, 4 / 5, 0; -12 / 25, 9 / 25, 4 / 5; 16 / 25, -12 / 25, 3 / 5] := by
    rw [show sweep (k := 2) (fun _ => 3 / 5) (fun _ => 4 / 5) (Fin.last 2)
      = givens (k := 2) ⟨1, by omega⟩ ⟨2, by omega⟩ (3 / 5) (4 / 5)
        * (givens (k := 2) ⟨0, by omega⟩ ⟨1, by omega⟩ (3 / 5) (4 / 5) * 1) from rfl]
    ext i j
    -- expand both rotations entry by entry, then do the arithmetic
    fin_cases i <;> fin_cases j <;>
      simp only [givens_mul_apply, Matrix.one_apply, Fin.mk.injEq, -Fin.reduceFinMk] <;>
      norm_num
  refine ⟨⟨by simp, ?_, fun _ => by norm_num, ?_, ?_⟩, by norm_num [Matrix.det_fin_two]⟩
  · rw [Matrix.one_mul]
    ext i j
    fin_cases i <;> fin_cases j <;>
      simp [Matrix.mul_apply, Matrix.one_apply]
  · intro i j
    rw [hQ]
    fin_cases i <;> fin_cases j <;> norm_num [Matrix.mul_apply, Fin.sum_univ_succ]
  · intro j
    rw [hQ]
    fin_cases j <;> norm_num [Matrix.mul_apply, Fin.sum_univ_succ, Fin.last]

end

end GMRESGivens
```

```lean
#print axioms GMRESGivens.gmres_min_residual
#print axioms GMRESGivens.exact_solution_iff
```

```
'GMRESGivens.gmres_min_residual' depends on axioms: [propext, Classical.choice, Quot.sound]
'GMRESGivens.exact_solution_iff' depends on axioms: [propext, Classical.choice, Quot.sound]
```

## Computing the sines from H

The statement takes the rotations as given and asks neither that $H$ be upper Hessenberg nor that $R$ be triangular. Another model would start from an upper Hessenberg $H$ and define each $c_j,s_j$ to eliminate the next subdiagonal entry. The zero last row would then be a theorem instead of a hypothesis, and $R$ would be upper triangular, but the result would be tied to that particular choice of rotations.
